# Four orthonormal s-p hybrids with equal amplitudes are tetrahedral sp³

## Four equal bonds from one s and three p orbitals

The carbon atom in methane forms four equivalent C–H bonds. Its valence shell offers one 2s orbital and three 2p orbitals, and these four functions do not point one at each hydrogen atom, as a localised bond picture wants. One therefore mixes them into four hybrids that differ only in direction. How much s character does each hybrid carry, and what angle separates two of them?

For hybrids that share the same s and p amplitudes, orthonormality answers both questions. No energy is needed, and the tetrahedron doesn't have to be put in by hand.

## Hybrids as coefficient vectors

Take an orthonormal basis of one s orbital and $n$ p orbitals; carbon has $n=3$. A hybrid with s amplitude $a$ and p amplitude $b$ along a unit vector $u\in\mathbb R^n$ has the coefficient vector $(a,\,b\,u)\in\mathbb R^{n+1}$. Equivalence of the hybrids means that all of them share the same $a$ and $b$.

For four hybrids in space, with $a>0$ and unit directions $u_0,\dots,u_3$, the theorem says that they are orthonormal exactly when

$$a=\tfrac12,\qquad b^2=\tfrac34,\qquad u_i\cdot u_j=-\tfrac13\quad(i\neq j).$$

The angle is $\arccos(-1/3)\approx109.5^\circ$, and the s and p weights $1/4$ and $3/4$ are those of sp³. If $b$ is also taken positive, then $b=\sqrt3/2$.

In Lean this is `four_hybrids_iff_tetrahedral`, and its parts read as follows.

- `hybrid a b u` is the coefficient vector, with the s amplitude in slot 0 and the p amplitudes after it.
- `⬝ᵥ` is the dot product. It equals the overlap integral because the underlying atomic orbitals are taken as orthonormal.
- `OrthonormalHybrids a b u` says that the overlap of hybrids `i` and `j` is 1 if `i = j` and 0 otherwise. The amplitudes carry no index, which is how equivalence enters.
- `hu` says that the directions are unit vectors, and `ha` fixes the sign of the s amplitude. Nothing is assumed about the sign of `b`, since reversing it only turns every hybrid around.

The general version, `orthonormal_iff_simplex`, treats $n+1$ hybrids from one s and $n$ p orbitals. The weights are then $a^2=1/(n+1)$ and $b^2=n/(n+1)$, and the cosines are $-1/n$. The case $n=1$ gives two opposite sp hybrids, and $n=2$ gives three sp² hybrids at $120^\circ$ in a plane.

The model has real coefficients, a single atom and no d orbitals. Equal amplitudes are a hypothesis, so the lone pairs and bonds of water, which need not have equal s character, are not described. Nor does the theorem say that an atom will hybridise; that depends on energies.

## From overlaps to the angle

**Overlap.** The s parts and the p parts contribute separately:

$$(a,bu)\cdot(a,bv)=a^2+b^2\,u\cdot v .$$

**The s weight.** Write the $n+1$ hybrids as the rows of a matrix $M$. There are as many hybrids as atomic orbitals, so $M$ is square. Orthonormal rows mean $MM^{T}=1$, and for a square matrix this implies $M^{T}M=1$. The first column of $M$ holds the s amplitudes, all equal to $a$, so the s-s entry of $M^{T}M=1$ reads

$$\sum_{i=0}^{n}a^2=(n+1)\,a^2=1 .$$

The hybrids together use up exactly one s orbital.

**The p weight.** Normalisation with $u_i\cdot u_i=1$ gives $a^2+b^2=1$, hence $b^2=n/(n+1)$.

**The angle.** For $i\ne j$ orthogonality gives $a^2+b^2\,u_i\cdot u_j=0$. Unit directions exist only for $n\ge1$, so $b^2\neq0$ and

$$u_i\cdot u_j=-\frac{a^2}{b^2}=-\frac1n .$$

**The converse.** With these values the overlap of a hybrid with itself is $\frac1{n+1}+\frac n{n+1}=1$, and the overlap of two different hybrids is $\frac1{n+1}-\frac n{n+1}\cdot\frac1n=0$.

**Four hybrids.** Setting $n=3$ gives $a^2=1/4$, $b^2=3/4$ and cosines $-1/3$. Since $a>0$, $a=1/2$.

## Incomplete sets and the sum of the directions

Now let there be $m$ orthonormal hybrids, where $m$ need not be $n+1$. Adding all $m^2$ overlaps gives $m^2a^2+b^2\left|\sum_i u_i\right|^2=m$, or

$$b^2\Big|\sum_i u_i\Big|^2=m\,(1-m a^2).$$

The left side is not negative, so $ma^2\le1$; for $m=0$ this is trivial. An incomplete set may therefore leave some s character unused, as three equivalent bond hybrids in a pyramidal molecule can. For a complete set with unit directions the right side vanishes while $b^2>0$, so the directions add up to zero.

## The sp³ matrix in a tight-binding calculation

Alternate corners of a cube give explicit directions: $(1,1,1)$, $(1,-1,-1)$, $(-1,1,-1)$ and $(-1,-1,1)$, each divided by $\sqrt3$. With $a=1/2$ and $b=\sqrt3/2$ the factors of $\sqrt3$ cancel, and the hybrids are the rows of

$$C=\frac12\begin{pmatrix}1&1&1&1\\1&1&-1&-1\\1&-1&1&-1\\1&-1&-1&1\end{pmatrix},$$

with columns in the order s, $p_x$, $p_y$, $p_z$. In a minimal orthogonal s-p tight-binding model, an on-site block $H$ becomes $CHC^{T}$ in the hybrid basis; the hopping blocks between atoms must be transformed as well, with the hybrid matrix of each atom on its own side. For $H=\mathrm{diag}(\varepsilon_s,\varepsilon_p,\varepsilon_p,\varepsilon_p)$ the diagonal entries become $(\varepsilon_s+3\varepsilon_p)/4$ and the off-diagonal entries $(\varepsilon_s-\varepsilon_p)/4$. The hybrids are thus orthogonal but still coupled on the same atom whenever $\varepsilon_s\neq\varepsilon_p$. If a program orders the p orbitals differently, this $C$ still gives the same four hybrids, but they are numbered differently unless its columns are permuted to match.

## The Lean file

```lean
import Mathlib

open Matrix

namespace EquivalentHybrids

noncomputable section

/-- The hybrid orbital with s amplitude `a` and p amplitude `b` along the direction `u`,
as a coefficient vector over one s orbital and `n` p orbitals. -/
def hybrid {n : ℕ} (a b : ℝ) (u : Fin n → ℝ) : Fin (n + 1) → ℝ :=
  Fin.cons a (fun k => b * u k)

/-- The `m` hybrids with common amplitudes `a`, `b` and directions `u i` are orthonormal. -/
def OrthonormalHybrids {m n : ℕ} (a b : ℝ) (u : Fin m → Fin n → ℝ) : Prop :=
  ∀ i j, hybrid a b (u i) ⬝ᵥ hybrid a b (u j) = if i = j then 1 else 0

/-- The overlap of two hybrids is the s contribution `a²` plus `b²` times the cosine-like
product of their directions. -/
theorem hybrid_overlap {n : ℕ} (a b : ℝ) (u v : Fin n → ℝ) :
    hybrid a b u ⬝ᵥ hybrid a b v = a ^ 2 + b ^ 2 * (u ⬝ᵥ v) := by
  unfold hybrid dotProduct
  rw [Fin.sum_univ_succ]
  simp only [Fin.cons_zero, Fin.cons_succ, Finset.mul_sum]
  congr 1
  · ring
  · exact Finset.sum_congr rfl (fun k _ => by ring)

/-- For `m` orthonormal hybrids, the squared length of the sum of the directions, times `b²`,
equals `m (1 - m a²)`. -/
theorem direction_sum_sq {m n : ℕ} {a b : ℝ} {u : Fin m → Fin n → ℝ}
    (h : OrthonormalHybrids a b u) :
    b ^ 2 * ((∑ i, u i) ⬝ᵥ (∑ i, u i)) = m * (1 - m * a ^ 2) := by
  have hS : (∑ i, u i) ⬝ᵥ (∑ i, u i) = ∑ i, ∑ j, u i ⬝ᵥ u j := by
    simp only [dotProduct, Finset.sum_apply, Finset.sum_mul_sum]
    exact Finset.sum_comm.trans (Finset.sum_congr rfl fun i _ => Finset.sum_comm)
  have e : ∀ i j, a ^ 2 + b ^ 2 * (u i ⬝ᵥ u j) = if i = j then 1 else 0 :=
    fun i j => (hybrid_overlap a b (u i) (u j)).symm.trans (h i j)
  -- add up all entries of the overlap matrix
  have h2 : ∑ i, ∑ j, (a ^ 2 + b ^ 2 * (u i ⬝ᵥ u j)) = (m : ℝ) := by
    simp only [e]
    simp
  simp only [Finset.sum_add_distrib, ← Finset.mul_sum, Finset.sum_const, Finset.card_univ,
    Fintype.card_fin, nsmul_eq_mul] at h2
  rw [hS]
  linear_combination h2

/-- The s weights of `m` orthonormal equivalent hybrids add up to at most one s orbital. -/
theorem total_s_weight_le_one {m n : ℕ} {a b : ℝ} {u : Fin m → Fin n → ℝ}
    (h : OrthonormalHybrids a b u) : m * a ^ 2 ≤ 1 := by
  have hS : 0 ≤ (∑ i, u i) ⬝ᵥ (∑ i, u i) :=
    Finset.sum_nonneg fun k _ => mul_self_nonneg _
  have h1 : 0 ≤ (m : ℝ) * (1 - m * a ^ 2) := by
    rw [← direction_sum_sq h]
    exact mul_nonneg (sq_nonneg b) hS
  by_contra hc
  have hlt : 1 < (m : ℝ) * a ^ 2 := lt_of_not_ge hc
  have hm : 0 < (m : ℝ) := by
    rcases (Nat.cast_nonneg m : (0 : ℝ) ≤ m).eq_or_lt with h0 | h0
    · rw [← h0] at hlt
      linarith
    · exact h0
  have := mul_pos hm (sub_pos.mpr hlt)
  linarith

/-- A complete set of `n + 1` orthonormal equivalent hybrids uses up exactly one s orbital. -/
theorem total_s_weight_eq_one {n : ℕ} {a b : ℝ} {u : Fin (n + 1) → Fin n → ℝ}
    (h : OrthonormalHybrids a b u) : ((n : ℝ) + 1) * a ^ 2 = 1 := by
  let M : Matrix (Fin (n + 1)) (Fin (n + 1)) ℝ := Matrix.of fun i => hybrid a b (u i)
  have hM : M * Mᵀ = 1 := by
    ext i j
    rw [Matrix.mul_apply, Matrix.one_apply]
    exact h i j
  -- orthonormal rows of a square matrix force orthonormal columns
  have hM' : Mᵀ * M = 1 := mul_eq_one_comm.mp hM
  have h0 := congrFun (congrFun hM' 0) 0
  rw [Matrix.mul_apply, Matrix.one_apply_eq] at h0
  have h1 : ∑ _i : Fin (n + 1), a * a = 1 := h0
  simp only [Finset.sum_const, Finset.card_univ, Fintype.card_fin, nsmul_eq_mul,
    Nat.cast_add, Nat.cast_one] at h1
  linear_combination h1

/-- With one s and `n` p orbitals, `n + 1` equivalent hybrids along unit directions are
orthonormal exactly when the s weight is `1/(n+1)`, the p weight is `n/(n+1)` and any two
directions have cosine `-1/n`. -/
theorem orthonormal_iff_simplex {n : ℕ} {a b : ℝ} {u : Fin (n + 1) → Fin n → ℝ}
    (hu : ∀ i, u i ⬝ᵥ u i = 1) :
    OrthonormalHybrids a b u ↔
      a ^ 2 = 1 / ((n : ℝ) + 1) ∧ b ^ 2 = n / ((n : ℝ) + 1) ∧
        ∀ i j, i ≠ j → u i ⬝ᵥ u j = -1 / (n : ℝ) := by
  have hN : (n : ℝ) + 1 ≠ 0 := by positivity
  -- unit directions exist only if there is at least one p orbital
  have hn : (n : ℝ) ≠ 0 := by
    intro h0
    have h1 : n = 0 := by exact_mod_cast h0
    subst h1
    have h2 := hu 0
    simp [dotProduct] at h2
  constructor
  · intro h
    have ha := total_s_weight_eq_one h
    have hab : a ^ 2 + b ^ 2 = 1 := by
      have h0 := h 0 0
      rw [hybrid_overlap, hu, if_pos rfl] at h0
      linarith
    refine ⟨?_, ?_, fun i j hij => ?_⟩
    · rw [eq_div_iff hN]
      linear_combination ha
    · rw [eq_div_iff hN]
      linear_combination ((n : ℝ) + 1) * hab - ha
    · have h0 := h i j
      rw [hybrid_overlap, if_neg hij] at h0
      rw [eq_div_iff hn]
      linear_combination ((n : ℝ) + 1) * h0 - ha
        - (u i ⬝ᵥ u j) * (((n : ℝ) + 1) * hab - ha)
  · rintro ⟨ha, hb, hc⟩ i j
    rw [hybrid_overlap, ha, hb]
    by_cases hij : i = j
    · subst hij
      rw [hu, if_pos rfl]
      field_simp
      ring
    · rw [hc i j hij, if_neg hij]
      field_simp
      ring

/-- The unit directions of a complete set of orthonormal equivalent hybrids add up to zero. -/
theorem directions_balance {n : ℕ} {a b : ℝ} {u : Fin (n + 1) → Fin n → ℝ}
    (hu : ∀ i, u i ⬝ᵥ u i = 1) (h : OrthonormalHybrids a b u) : ∑ i, u i = 0 := by
  have ha := total_s_weight_eq_one h
  have hs := direction_sum_sq h
  push_cast at hs
  rw [ha, sub_self, mul_zero] at hs
  rcases mul_eq_zero.mp hs with hb | hS
  · -- without p character `a² = 1`, and the total s weight then forces `n = 0`
    have h0 := h 0 0
    rw [hybrid_overlap, hu, if_pos rfl, hb] at h0
    have ha1 : a ^ 2 = 1 := by linarith
    rw [ha1] at ha
    have h1 : (n : ℝ) = 0 := by linarith
    have h2 : n = 0 := by exact_mod_cast h1
    subst h2
    ext k
    exact k.elim0
  · exact dotProduct_self_eq_zero.mp hS

/-- Four equivalent s-p hybrids with positive s amplitude and unit directions in space are
orthonormal exactly when `a = 1/2`, `b² = 3/4` and any two directions have cosine `-1/3`. -/
theorem four_hybrids_iff_tetrahedral {a b : ℝ} {u : Fin 4 → Fin 3 → ℝ} (ha : 0 < a)
    (hu : ∀ i, u i ⬝ᵥ u i = 1) :
    OrthonormalHybrids a b u ↔
      a = 1 / 2 ∧ b ^ 2 = 3 / 4 ∧ ∀ i j, i ≠ j → u i ⬝ᵥ u j = -1 / 3 := by
  have key := orthonormal_iff_simplex (n := 3) (a := a) (b := b) (u := u) hu
  have e1 : (1 : ℝ) / (((3 : ℕ) : ℝ) + 1) = 1 / 4 := by norm_num
  have e2 : ((3 : ℕ) : ℝ) / (((3 : ℕ) : ℝ) + 1) = 3 / 4 := by norm_num
  have e3 : (-1 : ℝ) / ((3 : ℕ) : ℝ) = -1 / 3 := by norm_num
  rw [e1, e2, e3] at key
  have hA : a ^ 2 = 1 / 4 ↔ a = 1 / 2 := by
    constructor
    · intro h
      have h0 : (a - 1 / 2) * (a + 1 / 2) = 0 := by linear_combination h
      rcases mul_eq_zero.mp h0 with h1 | h1 <;> linarith
    · intro h
      rw [h]
      norm_num
  rw [hA] at key
  exact key

/-- Four alternate corners of a cube centred at the origin. -/
def corner : Matrix (Fin 4) (Fin 3) ℝ :=
  !![1, 1, 1; 1, -1, -1; -1, 1, -1; -1, -1, 1]

/-- The directions from the centre of the cube to these corners, scaled by `1/√3`. -/
def tetra (i : Fin 4) (k : Fin 3) : ℝ := corner i k / √3

/-- The directions to alternate cube corners are unit vectors, and the hybrids along them with
amplitudes `1/2` and `√3/2` are orthonormal. -/
theorem four_hybrids_witness :
    (∀ i, tetra i ⬝ᵥ tetra i = 1) ∧ OrthonormalHybrids (1 / 2) (√3 / 2) tetra := by
  have h3 : √3 * √3 = (3 : ℝ) := Real.mul_self_sqrt (by norm_num)
  have hd : ∀ i j, tetra i ⬝ᵥ tetra j = (∑ k, corner i k * corner j k) / 3 := by
    intro i j
    simp only [dotProduct, tetra, Finset.sum_div, div_mul_div_comm, h3]
  have hu : ∀ i, tetra i ⬝ᵥ tetra i = 1 := by
    intro i
    rw [hd]
    fin_cases i <;> norm_num [corner, Fin.sum_univ_succ]
  refine ⟨hu, (four_hybrids_iff_tetrahedral (by norm_num) hu).mpr ⟨rfl, ?_, ?_⟩⟩
  · linear_combination h3 / 4
  · intro i j hij
    rw [hd]
    fin_cases i <;> fin_cases j <;>
      first
        | exact absurd rfl hij
        | norm_num [corner, Fin.sum_univ_succ]

end

end EquivalentHybrids
```

```lean
#print axioms EquivalentHybrids.total_s_weight_le_one
#print axioms EquivalentHybrids.directions_balance
#print axioms EquivalentHybrids.four_hybrids_iff_tetrahedral
```

```
'EquivalentHybrids.total_s_weight_le_one' depends on axioms: [propext, Classical.choice, Quot.sound]
'EquivalentHybrids.directions_balance' depends on axioms: [propext, Classical.choice, Quot.sound]
'EquivalentHybrids.four_hybrids_iff_tetrahedral' depends on axioms: [propext, Classical.choice, Quot.sound]
```

## How the proof follows the algebra

`hybrid_overlap` splits the dot product into slot 0 and the rest with `Fin.sum_univ_succ`, moves $b^2$ inside the sum on the right with `Finset.mul_sum`, and compares the p terms one by one. This formula links orthonormality to the angles in the later theorems.

`direction_sum_sq` adds up the overlap matrix. Its step `hS` expands the squared length of $\sum_i u_i$ into a double sum, and `h2` records that the entries of the identity matrix add up to $m$. `total_s_weight_le_one` then argues by contradiction: if $ma^2>1$, then $m$ is positive and $m(1-ma^2)$ is negative, although it equals a product of non-negative factors.

`total_s_weight_eq_one` contains the decisive step. It builds the square matrix `M`, reads orthonormality as `M * Mᵀ = 1`, and turns this into `Mᵀ * M = 1` with `mul_eq_one_comm`. The entry at position $(0,0)$ is the sum of the s weights. Unit directions are not needed here.

`orthonormal_iff_simplex` first shows $n\neq0$, because a vector with no components cannot have length 1. In the forward direction, `linear_combination` does the algebra without dividing by $b^2$: it multiplies the orthogonality condition by $n+1$ and inserts $(n+1)a^2=1$ and $(n+1)b^2=n$, which leaves $1+n\,u_i\cdot u_j=0$. The backward direction substitutes the values and treats equal and different indices separately.

`directions_balance` combines the s weight with the summed overlaps to get a product equal to zero. Either the sum of the directions vanishes, as wanted, or $b^2=0$. The second case forces $a^2=1$ and so $n=0$, where the sum has no components to check.

`four_hybrids_iff_tetrahedral` puts $n=3$ into the general theorem and uses the factorisation $(a-\frac12)(a+\frac12)=0$, with $a>0$ selecting the root. Finally, `four_hybrids_witness` shows that such hybrids exist. It computes the dot products of the normalised directions `tetra` from the integer entries of `corner`, checks every pair of indices, and obtains orthonormality from the backward direction of the four-hybrid theorem.
